# Logarithmic slope of the Wannier-Mott binding energy with Penn screening

## Definitions and conventions

Energies are in Hartree and masses in electron masses. The model has one variable, the gap $E$, and two constants: $c$, which converts a gap into a mass, and the plasma energy $w$.

```lean
import Mathlib

open Filter Topology Set

namespace WannierMottPenn

noncomputable section
```

The `open` line gives short names for limits (`Tendsto`, `𝓝`, `atTop`) and for intervals (`Ioo`, `Ioi`).

```lean
/-- Reduced electron-hole mass proportional to the gap, `μ(E) = c E`. -/
def reducedMass (c E : ℝ) : ℝ := c * E
```

`reducedMass c E` is the electron-hole reduced mass $\mu(E) = cE$. Lean writes arguments after the function name, without brackets. The proportionality to the gap is an assumption of the model.

```lean
/-- Penn dielectric constant `ε(E) = 1 + (w/E)²` with plasma energy `w` and gap `E`. -/
def pennEps (w E : ℝ) : ℝ := 1 + (w / E) ^ 2
```

`pennEps w E` is the static dielectric constant $\varepsilon(E) = 1 + (w/E)^2$. The gap in the Penn formula is an average gap, and the model identifies it with the gap that sets the mass.

```lean
/-- Wannier-Mott exciton binding energy `R = μ / (2 ε²)` in Hartree units, as a function
of the gap `E`. -/
def binding (c w E : ℝ) : ℝ := reducedMass c E / (2 * pennEps w E ^ 2)
```

`binding c w E` is $R(E) = \mu/(2\varepsilon^2)$, the ground-state binding of a hydrogen-like pair with mass $\mu$ and attraction $-1/(\varepsilon r)$ at separation $r$. The formula enters as a definition. The reduction of the Bethe-Salpeter equation to the hydrogenic problem is taken as given, with isotropic parabolic bands, static screening and three dimensions. With the last argument left off, `binding c w` is the function $E \mapsto R(E)$.

```lean
/-- Logarithmic slope `E f'(E) / f(E)` of a function of the gap. -/
def logSlope (f : ℝ → ℝ) (E : ℝ) : ℝ := E * deriv f E / f E
```

`logSlope f E` is $E f'(E)/f(E)$, which for positive $E$ and $f$ is $d\ln f/d\ln E$. For a pure power $f = E^n$ it equals $n$. Here `deriv f E` is Mathlib's derivative of $f$ at $E$, so the slope of $R$ has to be computed. It is written $s(E) = E R'(E)/R(E)$ below, and $D = E^2 + w^2$.

## Closed form and derivative

```lean
/-- For a nonzero gap the binding energy equals `c E⁵ / (2 (E² + w²)²)`. -/
theorem binding_eq (c w : ℝ) {E : ℝ} (hE : E ≠ 0) :
    binding c w E = c * E ^ 5 / (2 * (E ^ 2 + w ^ 2) ^ 2) := by
  have hD : E ^ 2 + w ^ 2 ≠ 0 := by positivity
  have h1 : pennEps w E = (E ^ 2 + w ^ 2) / E ^ 2 := by
    rw [pennEps, div_pow, add_div, div_self (pow_ne_zero 2 hE)]
  unfold binding reducedMass
  rw [h1]
  field_simp
```

A theorem lists its hypotheses before the colon, each with a name, and its claim after it. This one reads: for all real $c$, $w$ and $E \neq 0$, $R = cE^5/(2D^2)$. By hand,
$$\varepsilon = \frac{E^2 + w^2}{E^2} = \frac{D}{E^2}, \qquad R = \frac{cE}{2D^2/E^4} = \frac{cE^5}{2D^2}.$$
The step `h1` is the first equation. The tactic `field_simp` clears denominators, for which it uses `hD`, the statement $D \neq 0$.

```lean
/-- The binding energy is positive for `c > 0` and a positive gap. -/
theorem binding_pos {c E : ℝ} (w : ℝ) (hc : 0 < c) (hE : 0 < E) : 0 < binding c w E := by
  rw [binding_eq c w hE.ne']
  positivity
```

For $c > 0$ and $E > 0$ every factor of the closed form is positive, whatever $w$ is, so $R > 0$ and $\ln R$ has a meaning. The tactic `positivity` checks the signs factor by factor.

```lean
/-- For a positive gap the binding energy has derivative
`c E⁴ (E² + 5 w²) / (2 (E² + w²)³)`. -/
theorem hasDerivAt_binding (c w : ℝ) {E : ℝ} (hE : 0 < E) :
    HasDerivAt (binding c w)
      (c * E ^ 4 * (E ^ 2 + 5 * w ^ 2) / (2 * (E ^ 2 + w ^ 2) ^ 3)) E := by
  have hD : E ^ 2 + w ^ 2 ≠ 0 := by positivity
  have h5 : HasDerivAt (fun x : ℝ => x ^ 5) (5 * E ^ 4) E := by
    simpa using hasDerivAt_pow 5 E
  have h2 : HasDerivAt (fun x : ℝ => x ^ 2) (2 * E) E := by
    simpa using hasDerivAt_pow 2 E
  have h3 : HasDerivAt (fun x : ℝ => x ^ 2 + w ^ 2) (2 * E) E := h2.add_const _
  -- quotient rule on the closed form
  have hd := (h3.fun_mul h3).const_mul 2
  have hq := (h5.const_mul c).fun_div hd (mul_ne_zero two_ne_zero (mul_ne_zero hD hD))
  -- the binding agrees with the closed form near `E`
  have hev : binding c w =ᶠ[𝓝 E]
      fun x => c * x ^ 5 / (2 * ((x ^ 2 + w ^ 2) * (x ^ 2 + w ^ 2))) := by
    filter_upwards [lt_mem_nhds hE] with x hx
    rw [binding_eq c w hx.ne', pow_two (x ^ 2 + w ^ 2)]
  refine (hq.congr_of_eventuallyEq hev).congr_deriv ?_
  field_simp
  ring
```

`HasDerivAt f a E` says that $f$ is differentiable at $E$ with derivative $a$. With $D' = 2E$, the quotient rule gives
$$R' = \frac{c}{2}\,\frac{5E^4 D^2 - E^5 \cdot 2D \cdot 2E}{D^4} = \frac{cE^4(5D - 4E^2)}{2D^3} = \frac{cE^4(E^2 + 5w^2)}{2D^3}.$$
In the proof `h5` is $(x^5)' = 5E^4$ at $x = E$, `h3` is $D' = 2E$, `hd` differentiates $2D \cdot D$ by the product rule, and `hq` is the quotient rule. These steps differentiate the closed form. A derivative depends on the values near the point, so `hev` records that $R$ agrees with the closed form throughout a neighbourhood of $E$, where $x > 0$; the symbol `=ᶠ[𝓝 E]` means "equal near $E$". The closing `field_simp` and `ring` perform the simplification displayed above.

## The slope

```lean
/-- The logarithmic slope of the binding energy is `5 - 4E²/(E² + w²)`. -/
theorem logSlope_binding {c E : ℝ} (w : ℝ) (hc : 0 < c) (hE : 0 < E) :
    logSlope (binding c w) E = 5 - 4 * E ^ 2 / (E ^ 2 + w ^ 2) := by
  have hD : E ^ 2 + w ^ 2 ≠ 0 := by positivity
  have hc' := hc.ne'
  have hE' := hE.ne'
  unfold logSlope
  rw [(hasDerivAt_binding c w hE).deriv, binding_eq c w hE']
  field_simp
  ring
```

For $c > 0$, $E > 0$ and any $w$, dividing gives
$$s = E \cdot \frac{cE^4(E^2 + 5w^2)}{2D^3} \cdot \frac{2D^2}{cE^5} = \frac{E^2 + 5w^2}{D} = 5 - \frac{4E^2}{E^2 + w^2}.$$
The `rw` line substitutes the derivative and the closed form. The constant $c$ cancels, which requires $c \neq 0$.

```lean
/-- The logarithmic slope of the binding energy also equals `1 + 4w²/(E² + w²)`. -/
theorem logSlope_binding_eq_one_add {c E : ℝ} (w : ℝ) (hc : 0 < c) (hE : 0 < E) :
    logSlope (binding c w) E = 1 + 4 * w ^ 2 / (E ^ 2 + w ^ 2) := by
  have hD : E ^ 2 + w ^ 2 ≠ 0 := by positivity
  rw [logSlope_binding w hc hE]
  field_simp
  ring
```

Again for $c > 0$ and $E > 0$, writing $E^2 + 5w^2 = D + 4w^2$ gives $s = 1 + 4w^2/D$. The two terms have separate origins: $d\ln\mu/d\ln E = 1$, and $-2\,d\ln\varepsilon/d\ln E = 4w^2/D$. A derivation that varies the mass and holds $\varepsilon$ fixed loses the second term and finds $s = 1$. One that drops the $1$ in $\varepsilon$ finds $R = cE^5/(2w^4)$ and $s = 5$ at every gap. The theorem allows $w = 0$, where there is no screening and $s = 1$ for all $E > 0$.

```lean
/-- For `c, w, E > 0` the logarithmic slope of the binding energy lies strictly
between 1 and 5. -/
theorem logSlope_mem_Ioo {c w E : ℝ} (hc : 0 < c) (hw : 0 < w) (hE : 0 < E) :
    logSlope (binding c w) E ∈ Ioo (1 : ℝ) 5 := by
  constructor
  · rw [logSlope_binding_eq_one_add w hc hE]
    have : 0 < 4 * w ^ 2 / (E ^ 2 + w ^ 2) := by positivity
    linarith
  · rw [logSlope_binding w hc hE]
    have : 0 < 4 * E ^ 2 / (E ^ 2 + w ^ 2) := by positivity
    linarith
```

`Ioo (1 : ℝ) 5` is the open interval, so the claim is $1 < s(E) < 5$ for positive $c$, $w$, $E$. The lower bound comes from $4w^2/D > 0$ in the second form of the slope, the upper bound from $4E^2/D > 0$ in the first.

As an instance take $c = w = 1$, values chosen for easy arithmetic: the gaps of 1 and 2 Hartree used here (about 27 and 54 eV) are far larger than those of semiconductors. At $E = 1$: $\mu = 1$, $\varepsilon = 2$, $R = 1/8$, $R' = 6/16 = 3/8$ and $s = 3$. At $E = 2$: $\mu = 2$, $\varepsilon = 5/4$, $R = 16/25$ and $s = 5 - 16/5 = 9/5$.

## The two power laws

```lean
/-- Small-gap law: `R(E) / E⁵` tends to `c / (2 w⁴)` as the gap tends to zero from above. -/
theorem binding_small_gap (c : ℝ) {w : ℝ} (hw : 0 < w) :
    Tendsto (fun E => binding c w E / E ^ 5) (𝓝[>] 0) (𝓝 (c / (2 * w ^ 4))) := by
  have hcont : ContinuousAt (fun E : ℝ => c / (2 * (E ^ 2 + w ^ 2) ^ 2)) 0 :=
    ContinuousAt.div continuousAt_const (by fun_prop) (by positivity)
  have h : Tendsto (fun E : ℝ => c / (2 * (E ^ 2 + w ^ 2) ^ 2)) (𝓝[>] 0)
      (𝓝 (c / (2 * ((0 : ℝ) ^ 2 + w ^ 2) ^ 2))) :=
    hcont.tendsto.mono_left nhdsWithin_le_nhds
  have e : 2 * ((0 : ℝ) ^ 2 + w ^ 2) ^ 2 = 2 * w ^ 4 := by ring
  rw [e] at h
  refine h.congr' ?_
  filter_upwards [self_mem_nhdsWithin] with E hE
  have hE' : E ≠ 0 := ne_of_gt hE
  have hD : E ^ 2 + w ^ 2 ≠ 0 := by positivity
  rw [binding_eq c w hE']
  field_simp
```

`Tendsto f A (𝓝 a)` says that $f$ tends to $a$ in the limit described by `A`, and `𝓝[>] 0` is $E \to 0^+$. For $w > 0$ and any $c$,
$$\frac{R}{E^5} = \frac{c}{2(E^2 + w^2)^2} \to \frac{c}{2w^4}.$$
The middle expression is continuous at $E = 0$ because its denominator there is $2w^4 \neq 0$; this is `hcont`. The step `h.congr'` carries the limit over to $R/E^5$, which equals that expression for $E > 0$.

```lean
/-- Large-gap law: `R(E) / E` tends to `c / 2` as the gap tends to infinity. -/
theorem binding_large_gap (c w : ℝ) :
    Tendsto (fun E => binding c w E / E) atTop (𝓝 (c / 2)) := by
  -- the screening disappears: `w / E → 0`
  have h0 : Tendsto (fun E : ℝ => w / E) atTop (𝓝 0) :=
    tendsto_const_nhds.div_atTop tendsto_id
  have h : Tendsto (fun E : ℝ => c / (2 * (1 + (w / E) ^ 2) ^ 2)) atTop
      (𝓝 (c / (2 * (1 + (0 : ℝ) ^ 2) ^ 2))) :=
    tendsto_const_nhds.div ((((h0.pow 2).const_add 1).pow 2).const_mul 2) (by norm_num)
  have e : 2 * (1 + (0 : ℝ) ^ 2) ^ 2 = 2 := by norm_num
  rw [e] at h
  refine h.congr' ?_
  filter_upwards [eventually_gt_atTop 0] with E hE
  have hE' : E ≠ 0 := hE.ne'
  unfold binding reducedMass pennEps
  rw [div_right_comm, mul_div_cancel_right₀ c hE']
```

`atTop` is $E \to \infty$. Directly from the definition $R/E = c/(2\varepsilon^2)$. Since $w/E \to 0$ (`h0`), $\varepsilon \to 1$ and $R/E \to c/2$, for all real $c$ and $w$. This is a limit of the formula; the picture of a weakly bound, strongly screened pair is least apt where $\varepsilon$ is near $1$.

## The main theorem

```lean
/-- For `c, w > 0` and `E > 0` the binding is `c E⁵ / (2 (E² + w²)²)` with logarithmic slope
`5 - 4E²/(E² + w²)`; this slope is strictly decreasing in the gap, tends to 5 as `E → 0⁺`
and to 1 as `E → ∞`. -/
theorem binding_slope_crossover {c w : ℝ} (hc : 0 < c) (hw : 0 < w) :
    (∀ E, 0 < E → binding c w E = c * E ^ 5 / (2 * (E ^ 2 + w ^ 2) ^ 2) ∧
      logSlope (binding c w) E = 5 - 4 * E ^ 2 / (E ^ 2 + w ^ 2)) ∧
    StrictAntiOn (logSlope (binding c w)) (Ioi 0) ∧
    Tendsto (logSlope (binding c w)) (𝓝[>] 0) (𝓝 5) ∧
    Tendsto (logSlope (binding c w)) atTop (𝓝 1) := by
  refine ⟨fun E hE => ⟨binding_eq c w hE.ne', logSlope_binding w hc hE⟩, ?_, ?_, ?_⟩
  · -- the denominator of `4w²/(E² + w²)` grows with the gap
    intro a ha b hb hab
    have ha' : 0 < a := ha
    have hb' : 0 < b := hb
    rw [logSlope_binding_eq_one_add w hc ha', logSlope_binding_eq_one_add w hc hb']
    have : 4 * w ^ 2 / (b ^ 2 + w ^ 2) < 4 * w ^ 2 / (a ^ 2 + w ^ 2) :=
      div_lt_div_of_pos_left (by positivity) (by positivity) (by nlinarith)
    linarith
  · -- continuity of the slope formula at zero gap
    have hcont : ContinuousAt (fun E : ℝ => 5 - 4 * E ^ 2 / (E ^ 2 + w ^ 2)) 0 :=
      continuousAt_const.sub (ContinuousAt.div (by fun_prop) (by fun_prop) (by positivity))
    have h : Tendsto (fun E : ℝ => 5 - 4 * E ^ 2 / (E ^ 2 + w ^ 2)) (𝓝[>] 0)
        (𝓝 (5 - 4 * (0 : ℝ) ^ 2 / (0 ^ 2 + w ^ 2))) :=
      hcont.tendsto.mono_left nhdsWithin_le_nhds
    have e : 5 - 4 * (0 : ℝ) ^ 2 / (0 ^ 2 + w ^ 2) = 5 := by simp
    rw [e] at h
    refine h.congr' ?_
    filter_upwards [self_mem_nhdsWithin] with E hE
    exact (logSlope_binding w hc hE).symm
  · -- the excess `4w²/(E² + w²)` vanishes at large gap
    have hD : Tendsto (fun E : ℝ => E ^ 2 + w ^ 2) atTop atTop :=
      tendsto_atTop_add_const_right _ _ (tendsto_pow_atTop two_ne_zero)
    have h : Tendsto (fun E : ℝ => 1 + 4 * w ^ 2 / (E ^ 2 + w ^ 2)) atTop (𝓝 (1 + 0)) :=
      tendsto_const_nhds.add (tendsto_const_nhds.div_atTop hD)
    rw [add_zero] at h
    refine h.congr' ?_
    filter_upwards [eventually_gt_atTop 0] with E hE
    exact (logSlope_binding_eq_one_add w hc hE).symm

end

end WannierMottPenn
```

For $c > 0$ and $w > 0$ four statements hold, joined by `∧`. The first repeats the closed form and the slope formula for every $E > 0$. The second, `StrictAntiOn` on `Ioi 0`, says that $0 < a < b$ implies $s(b) < s(a)$. The third and fourth are $s \to 5$ as $E \to 0^+$ and $s \to 1$ as $E \to \infty$.

The proof opens with `refine`, which fills the first statement from earlier theorems and leaves three goals, one per bullet. For the decrease, $0 < a < b$ gives $a^2 + w^2 < b^2 + w^2$, and with the numerator $4w^2 > 0$,
$$\frac{4w^2}{b^2 + w^2} < \frac{4w^2}{a^2 + w^2},$$
which is `div_lt_div_of_pos_left`; adding $1$ finishes it. For the small-gap limit, $5 - 4E^2/D$ is continuous at $0$ with value $5 - 0/w^2 = 5$. For the large-gap limit, $D \to \infty$ (`hD`), so $4w^2/D \to 0$. Both limits come from the slope formula and make no use of the two power-law theorems. At $w = 0$ the slope is constant, so the strict decrease and the limit $5$ depend on `hw`.

What matters in the statement is that the limit excludes the point $E = 0$; approaching from above does this and keeps to physical, positive gaps. Writing `𝓝 0` in place of `𝓝[>] 0` would include the point $E = 0$, where Lean's convention $x/0 = 0$ makes `logSlope` equal to $0$, and the claim would be false.

```lean
#print axioms WannierMottPenn.logSlope_binding_eq_one_add
#print axioms WannierMottPenn.logSlope_mem_Ioo
#print axioms WannierMottPenn.binding_large_gap
#print axioms WannierMottPenn.binding_slope_crossover
```

```
'WannierMottPenn.logSlope_binding_eq_one_add' depends on axioms: [propext, Classical.choice, Quot.sound]
'WannierMottPenn.logSlope_mem_Ioo' depends on axioms: [propext, Classical.choice, Quot.sound]
'WannierMottPenn.binding_large_gap' depends on axioms: [propext, Classical.choice, Quot.sound]
'WannierMottPenn.binding_slope_crossover' depends on axioms: [propext, Classical.choice, Quot.sound]
```

## In a calculation

With $c$ and $w$ fixed, the model has no single exponent $n$ in a power law $R \propto E^n$: the local one falls from $5$ to $1$ as the gap grows and passes $3$ at $E = w$. Between different materials $c$ and $w$ can change as well, and an exponent fitted to their binding energies then mixes these changes with the slope $s$. From computed binding energies the slope can be estimated by a difference quotient of $\ln R$ against $\ln E$. For the two points above this quotient is $\ln(128/25)/\ln 2 \approx 2.36$, between the local values $9/5$ and $3$. To first order a small shift $\delta E$ of the gap, with mass and screening both updated, changes the binding by $\delta R/R \approx s\,\delta E/E$.
